# At negative energy, the Levi-Civita map turns the planar Coulomb equation into an oscillator equation

To find the bound states of a hydrogen-like atom confined to a plane, one can substitute $x=u^2-v^2$, $y=2uv$, multiply the Schrödinger equation by $4r$, and continue with a harmonic oscillator in $(u,v)$. The substitution is justified below for a single particle in an attractive or repulsive $1/r$ potential, with a wave function that is twice continuously differentiable away from the origin. The two equations are then equivalent away from the origin. A separate piece of algebra turns the oscillator's level condition into the planar Coulomb energies.

## The two equations

```lean
import Mathlib

open Filter Topology

namespace LeviCivitaMap

noncomputable section

variable {F : Type*} [NormedAddCommGroup F] [NormedSpace ℝ F]
```

The wave functions take values in `F`, any real normed vector space. Real, complex and spinor-valued functions are all included.

```lean
/-- The derivative of a function on the plane along the vector `a`. -/
def dir (a : ℝ × ℝ) (f : ℝ × ℝ → F) (p : ℝ × ℝ) : F := fderiv ℝ f p a
```

A point of the plane is a pair `p`, with coordinates `p.1` and `p.2`. The definition reads $D_af(p)=a_1\,\partial_1f(p)+a_2\,\partial_2f(p)$ for differentiable $f$. Lean's `fderiv` returns zero where no derivative exists, so the theorems about derivatives of an arbitrary function carry smoothness hypotheses.

```lean
/-- The Laplacian in the plane, as the sum of the two repeated partial derivatives. -/
def laplacian (f : ℝ × ℝ → F) (p : ℝ × ℝ) : F :=
  dir (1, 0) (dir (1, 0) f) p + dir (0, 1) (dir (0, 1) f) p
```

This is $\Delta f=\partial_1^2f+\partial_2^2f$.

```lean
/-- The distance from the origin. -/
def radius (p : ℝ × ℝ) : ℝ := Real.sqrt (p.1 ^ 2 + p.2 ^ 2)
```

The radius is $r=\sqrt{x^2+y^2}$. It is written out because Lean's built-in norm on pairs is the larger of $|x|$ and $|y|$.

```lean
/-- The Levi-Civita map `(u, v) ↦ (u² - v², 2uv)`. -/
def levi (q : ℝ × ℝ) : ℝ × ℝ := (q.1 ^ 2 - q.2 ^ 2, 2 * q.1 * q.2)
```

Call this map $L$, and write $q=(u,v)$. In complex notation it is $u+iv\mapsto(u+iv)^2$.

```lean
/-- The Jacobian of the Levi-Civita map at `q`. -/
def jacobian (q : ℝ × ℝ) : ℝ × ℝ →L[ℝ] ℝ × ℝ :=
  ((2 * q.1) • ContinuousLinearMap.fst ℝ ℝ ℝ - (2 * q.2) • ContinuousLinearMap.snd ℝ ℝ ℝ).prod
    ((2 * q.2) • ContinuousLinearMap.fst ℝ ℝ ℝ + (2 * q.1) • ContinuousLinearMap.snd ℝ ℝ ℝ)
```

The Jacobian is the linear map
$$(a_1,a_2)\mapsto(2ua_1-2va_2,\;2va_1+2ua_2).$$

```lean
/-- The Schrödinger equation `-½ Δψ - (k/r) ψ = E ψ` on the plane without the origin. -/
def SolvesCoulomb (k E : ℝ) (ψ : ℝ × ℝ → F) : Prop :=
  ∀ p ≠ 0, -(1 / 2 : ℝ) • laplacian ψ p - (k / radius p) • ψ p = E • ψ p
```

`SolvesCoulomb k E ψ` is a statement about $\psi$: for every $p\neq0$,
$$-\tfrac12\Delta\psi-\frac kr\psi=E\psi.$$
The symbol `•` multiplies a vector by a number. Units have $\hbar=m=1$, and $k$ is the strength of the Coulomb interaction, attractive when $k>0$. The potential is the $1/r$ of three-dimensional space, with the motion restricted to a plane.

```lean
/-- The oscillator equation `-½ Δφ + ½ w² (u² + v²) φ = ε φ` on the plane without the origin. -/
def SolvesOscillator (w ε : ℝ) (φ : ℝ × ℝ → F) : Prop :=
  ∀ q ≠ 0, -(1 / 2 : ℝ) • laplacian φ q + (w ^ 2 / 2 * (q.1 ^ 2 + q.2 ^ 2)) • φ q = ε • φ q
```

Likewise, for every $q\neq0$,
$$-\tfrac12\Delta\varphi+\tfrac{w^2}2(u^2+v^2)\varphi=\varepsilon\varphi,$$
where $w$ is the frequency and $\varepsilon$ the oscillator energy. Neither definition imposes normalisability or a condition at the origin.

## What the map does to the Laplacian

```lean
/-- The Levi-Civita map is differentiable, with the stated Jacobian. -/
theorem hasFDerivAt_levi (q : ℝ × ℝ) : HasFDerivAt levi (jacobian q) q := by
  have h1 : HasFDerivAt (fun p : ℝ × ℝ => p.1) (ContinuousLinearMap.fst ℝ ℝ ℝ) q :=
    hasFDerivAt_fst
  have h2 : HasFDerivAt (fun p : ℝ × ℝ => p.2) (ContinuousLinearMap.snd ℝ ℝ ℝ) q :=
    hasFDerivAt_snd
  have h := ((h1.pow 2).sub (h2.pow 2)).prodMk ((h1.const_mul 2).mul h2)
  refine HasFDerivAt.congr_fderiv h ?_
  refine ContinuousLinearMap.ext fun a => Prod.ext ?_ ?_
  · simp [jacobian]
  · simp [jacobian]
    ring
```

A theorem consists of a statement, then `:=`, then its proof. This one says that $L$ has the Jacobian given above. The proof differentiates the squares and the product, then compares the two components.

```lean
/-- The chain rule for a function pulled back by the Levi-Civita map. -/
theorem dir_comp_levi {f : ℝ × ℝ → F} {q : ℝ × ℝ} (hf : DifferentiableAt ℝ f (levi q))
    (a : ℝ × ℝ) : dir a (fun p => f (levi p)) q =
      (2 * a.1 * q.1 - 2 * a.2 * q.2) • dir (1, 0) f (levi q) +
      (2 * a.2 * q.1 + 2 * a.1 * q.2) • dir (0, 1) f (levi q) := by
  have h := (hf.hasFDerivAt.comp q (hasFDerivAt_levi q)).fderiv
  have e : jacobian q a = (2 * a.1 * q.1 - 2 * a.2 * q.2) • ((1, 0) : ℝ × ℝ) +
      (2 * a.2 * q.1 + 2 * a.1 * q.2) • ((0, 1) : ℝ × ℝ) := by
    refine Prod.ext ?_ ?_ <;> simp [jacobian] <;> ring
  change fderiv ℝ (f ∘ levi) q a = _
  rw [h, ContinuousLinearMap.comp_apply, e, map_add, map_smul, map_smul]
  rfl
```

For $f$ differentiable at $L(q)$, the chain rule gives
$$D_a(f\circ L)=(2a_1u-2a_2v)\,f_x+(2a_2u+2a_1v)\,f_y,$$
with $f_x,f_y$ evaluated at $L(q)$. In the proof, `e` splits the image of $a$ under the Jacobian into its $x$ and $y$ parts, and linearity does the rest.

```lean
/-- Pulling back by the Levi-Civita map multiplies the Laplacian by `4 (u² + v²)`, for a function
that is `C²` at the image point. -/
theorem laplacian_comp_levi {ψ : ℝ × ℝ → F} {q : ℝ × ℝ} (h : ContDiffAt ℝ 2 ψ (levi q)) :
    laplacian (fun p => ψ (levi p)) q =
      (4 * (q.1 ^ 2 + q.2 ^ 2)) • laplacian ψ (levi q) := by
  have hd : ∀ᶠ p in 𝓝 q, DifferentiableAt ℝ ψ (levi p) :=
    (hasFDerivAt_levi q).continuousAt.tendsto.eventually
      ((h.eventually (by simp)).mono fun p hp => hp.differentiableAt (by norm_num))
  have hdir : ∀ b, DifferentiableAt ℝ (dir b ψ) (levi q) := fun b =>
    ((h.fderiv_right (m := 1) one_add_one_eq_two.le).differentiableAt (by norm_num)).clm_apply
      (differentiableAt_const b)
  have hcomp : ∀ b, HasFDerivAt (fun p => dir b ψ (levi p))
      (fderiv ℝ (fun p => dir b ψ (levi p)) q) q := fun b =>
    ((hdir b).comp q (hasFDerivAt_levi q).differentiableAt).hasFDerivAt
  -- the product rule for the first derivatives found by the chain rule
  have key : ∀ a : ℝ × ℝ, dir a (dir a (fun p => ψ (levi p))) q =
      ((2 * a.1 * q.1 - 2 * a.2 * q.2) • dir a (fun p => dir (1, 0) ψ (levi p)) q +
        (2 * a.1 * a.1 - 2 * a.2 * a.2) • dir (1, 0) ψ (levi q)) +
      ((2 * a.2 * q.1 + 2 * a.1 * q.2) • dir a (fun p => dir (0, 1) ψ (levi p)) q +
        (2 * a.2 * a.1 + 2 * a.1 * a.2) • dir (0, 1) ψ (levi q)) := by
    intro a
    let A : ℝ × ℝ →L[ℝ] ℝ := (2 * a.1) • ContinuousLinearMap.fst ℝ ℝ ℝ -
      (2 * a.2) • ContinuousLinearMap.snd ℝ ℝ ℝ
    let B : ℝ × ℝ →L[ℝ] ℝ := (2 * a.2) • ContinuousLinearMap.fst ℝ ℝ ℝ +
      (2 * a.1) • ContinuousLinearMap.snd ℝ ℝ ℝ
    have heq : dir a (fun p => ψ (levi p)) =ᶠ[𝓝 q]
        fun p => A p • dir (1, 0) ψ (levi p) + B p • dir (0, 1) ψ (levi p) :=
      hd.mono fun p hp => dir_comp_levi hp a
    have H := ((A.hasFDerivAt (x := q)).smul (hcomp (1, 0))).add
      ((B.hasFDerivAt (x := q)).smul (hcomp (0, 1)))
    change fderiv ℝ (dir a (fun p => ψ (levi p))) q a = _
    rw [heq.fderiv_eq]
    exact DFunLike.congr_fun H.fderiv a
  -- the mixed derivatives cancel in the sum
  unfold laplacian
  rw [key, key]
  simp only [dir_comp_levi (hdir (1, 0)), dir_comp_levi (hdir (0, 1))]
  module
```

Let $\varphi=\psi\circ L$. The chain rule gives
$$\varphi_u=2u\psi_x+2v\psi_y,\qquad \varphi_v=-2v\psi_x+2u\psi_y.$$
Differentiating again, with $\psi_{xy}=\partial_y\psi_x$,
$$\varphi_{uu}=2\psi_x+4u^2\psi_{xx}+4uv(\psi_{xy}+\psi_{yx})+4v^2\psi_{yy},$$
$$\varphi_{vv}=-2\psi_x+4v^2\psi_{xx}-4uv(\psi_{xy}+\psi_{yx})+4u^2\psi_{yy}.$$
In the sum the first derivatives and the mixed derivatives cancel:
$$\Delta\varphi=4(u^2+v^2)\,(\Delta\psi)\circ L.$$

The Lean proof follows the same route. `hd` makes the first-derivative formula valid throughout a neighbourhood of $q$, so that it may be differentiated. `key` is the product rule for a general direction $a$, and `module` collects the coefficients at the end.

## Radius, square roots and parity

```lean
/-- The image of `(u, v)` lies at distance `u² + v²` from the origin. -/
theorem radius_levi (q : ℝ × ℝ) : radius (levi q) = q.1 ^ 2 + q.2 ^ 2 := by
  have e : (levi q).1 ^ 2 + (levi q).2 ^ 2 = (q.1 ^ 2 + q.2 ^ 2) ^ 2 := by
    simp only [levi]
    ring
  rw [radius, e, Real.sqrt_sq (by positivity)]
```

The image of $(u,v)$ has radius $r=u^2+v^2$, because $(u^2-v^2)^2+4u^2v^2=(u^2+v^2)^2$.

```lean
lemma normSq_pos {q : ℝ × ℝ} (hq : q ≠ 0) : 0 < q.1 ^ 2 + q.2 ^ 2 := by
  have h : q.1 ≠ 0 ∨ q.2 ≠ 0 := by
    by_contra! h
    exact hq (Prod.ext h.1 h.2)
  rcases h with h | h <;> positivity
```

If $q\neq0$, then $u^2+v^2>0$. This permits division by $r$.

```lean
lemma levi_surjective : Function.Surjective levi := by
  intro p
  obtain ⟨z, hz⟩ := IsAlgClosed.exists_pow_nat_eq (⟨p.1, p.2⟩ : ℂ) (n := 2) (by norm_num)
  have hr := congrArg Complex.re hz
  have hi := congrArg Complex.im hz
  simp only [pow_two, Complex.mul_re, Complex.mul_im] at hr hi
  refine ⟨(z.re, z.im), Prod.ext ?_ ?_⟩
  · simp only [levi]
    linarith
  · simp only [levi]
    linarith
```

Every point of the Coulomb plane is some $L(q)$, since every complex number has a square root.

```lean
/-- A function on the `(u, v)` plane is the pullback of a function on the Coulomb plane exactly
when it is even under `(u, v) ↦ (-u, -v)`. -/
theorem pullback_iff_even {X : Type*} (φ : ℝ × ℝ → X) :
    (∃ ψ : ℝ × ℝ → X, ∀ q, φ q = ψ (levi q)) ↔ ∀ q, φ (-q) = φ q := by
  constructor
  · rintro ⟨ψ, h⟩ q
    rw [h, h]
    simp [levi]
  · intro h
    choose s hs using levi_surjective
    refine ⟨fun p => φ (s p), fun q => ?_⟩
    have e := hs (levi q)
    have e1 := congrArg Prod.fst e
    have e2 := congrArg Prod.snd e
    simp only [levi] at e1 e2
    -- two points with the same image are two square roots of one complex number
    have hz : (⟨(s (levi q)).1, (s (levi q)).2⟩ : ℂ) ^ 2 = (⟨q.1, q.2⟩ : ℂ) ^ 2 := by
      apply Complex.ext
      · simp only [pow_two, Complex.mul_re]
        simp only [levi]
        linarith
      · simp only [pow_two, Complex.mul_im]
        simp only [levi]
        linarith
    rcases sq_eq_sq_iff_eq_or_eq_neg.mp hz with h' | h'
    · have : s (levi q) = q := Prod.ext (congrArg Complex.re h') (congrArg Complex.im h')
      simp only [this]
    · have : s (levi q) = -q := Prod.ext (congrArg Complex.re h') (congrArg Complex.im h')
      simp only [this, h]
```

Since $L(-q)=L(q)$, any pullback $\psi\circ L$ is even. Conversely, given an even $\varphi$, choose a square root $s(p)$ for each $p$ and set $\psi(p)=\varphi(s(p))$. Then $s(L(q))=\pm q$, and evenness gives $\psi(L(q))=\varphi(q)$. The theorem concerns functions as such and makes no claim about the smoothness of $\psi$.

## The equivalence

```lean
/-- For `w² = -8E`, and off the origin of both planes, a `C²` function solves the Coulomb equation
at energy `E` exactly when its Levi-Civita pullback solves the oscillator equation at energy `4k`.
-/
theorem coulomb_iff_oscillator {k E w : ℝ} {ψ : ℝ × ℝ → F}
    (hψ : ∀ p ≠ 0, ContDiffAt ℝ 2 ψ p) (hw : w ^ 2 = -8 * E) :
    SolvesCoulomb k E ψ ↔ SolvesOscillator w (4 * k) (fun q => ψ (levi q)) := by
  have hne : ∀ q : ℝ × ℝ, q ≠ 0 → levi q ≠ 0 := by
    intro q hq h
    have h1 := radius_levi q
    have h0 : radius 0 = 0 := by simp [radius]
    rw [h, h0] at h1
    exact (normSq_pos hq).ne h1
  -- the oscillator equation is the Coulomb equation multiplied by `4r`
  have key : ∀ q : ℝ × ℝ, q ≠ 0 →
      -(1 / 2 : ℝ) • laplacian (fun p => ψ (levi p)) q +
        (w ^ 2 / 2 * (q.1 ^ 2 + q.2 ^ 2)) • ψ (levi q) - (4 * k) • ψ (levi q) =
      (4 * (q.1 ^ 2 + q.2 ^ 2)) • (-(1 / 2 : ℝ) • laplacian ψ (levi q) -
        (k / radius (levi q)) • ψ (levi q) - E • ψ (levi q)) := by
    intro q hq
    rw [laplacian_comp_levi (hψ _ (hne q hq)), radius_levi]
    obtain ⟨c, hc⟩ : ∃ c, c = k / (q.1 ^ 2 + q.2 ^ 2) := ⟨_, rfl⟩
    have hk : c * (q.1 ^ 2 + q.2 ^ 2) = k := by
      rw [hc, div_mul_cancel₀ _ (normSq_pos hq).ne']
    have hE : E = -(w ^ 2) / 8 := by linarith
    rw [← hc, ← hk, hE]
    module
  constructor
  · intro h q hq
    have e := key q hq
    rw [sub_eq_zero.mpr (h _ (hne q hq)), smul_zero] at e
    exact sub_eq_zero.mp e
  · intro h p hp
    obtain ⟨q, rfl⟩ := levi_surjective p
    have hq : q ≠ 0 := by
      rintro rfl
      exact hp (by simp [levi])
    have e := key q hq
    rw [sub_eq_zero.mpr (h q hq)] at e
    have hpos := normSq_pos hq
    exact sub_eq_zero.mp ((smul_eq_zero.mp e.symm).resolve_left (by positivity))
```

The hypotheses are that $\psi$ is $C^2$ at every $p\neq0$ and that $w^2=-8E$. The second forces $E\le0$, while $k$ may have either sign. The conclusion is an "if and only if": $\psi$ solves the Coulomb equation at energy $E$ exactly when $\varphi=\psi\circ L$ solves the oscillator equation at energy $4k$.

By hand, multiply the Coulomb equation at $L(q)$ by $4r=4(u^2+v^2)$. The kinetic term becomes $-\tfrac12\Delta\varphi$, the potential term becomes $-4k\varphi$, and the energy term, moved to the left, becomes $-4Er\varphi=\tfrac{w^2}2(u^2+v^2)\varphi$. Hence
$$-\tfrac12\Delta\varphi+\tfrac{w^2}2(u^2+v^2)\varphi-4k\varphi=4r\Big[-\tfrac12\Delta\psi-\frac kr\psi-E\psi\Big].$$
This identity is `key` in the proof. If the bracket vanishes, so does the left side. For the converse, write any $p\neq0$ as $L(q)$ with $q\neq0$ and divide by $4r>0$.

The roles of the constants have changed: the oscillator's energy is fixed by the Coulomb strength, and its frequency by the Coulomb energy.

The same multiplication handles a neighbouring problem. A linear term $br$ added to the Coulomb potential becomes $4b(u^2+v^2)^2$, so the partner is a quartic oscillator.

## The energy formula and its lowest state

```lean
/-- For `k > 0`, `w > 0`, an integer `n ≥ 1` and `w² = -8E`, the condition `4k = w (2n - 1)` is
equivalent to the planar Coulomb formula `E = -k² / (2 (n - 1/2)²)`. -/
theorem level_condition {k E w : ℝ} (hk : 0 < k) (hw : 0 < w) (hE : w ^ 2 = -8 * E)
    {n : ℕ} (hn : 1 ≤ n) :
    4 * k = w * (2 * n - 1) ↔ E = -k ^ 2 / (2 * ((n : ℝ) - 1 / 2) ^ 2) := by
  have hn' : (1 : ℝ) ≤ n := by exact_mod_cast hn
  have hm : (0 : ℝ) < n - 1 / 2 := by linarith
  have hm2 : (0 : ℝ) ≤ 2 * n - 1 := by linarith
  rw [eq_div_iff (by positivity), ← sq_eq_sq₀ (by positivity) (mul_nonneg hw.le hm2),
    mul_pow, mul_pow, hE]
  constructor <;> intro h <;> nlinarith
```

Here $k>0$, $w>0$ and $n\ge1$ is an integer. Both sides of $4k=w(2n-1)$ are nonnegative, so squaring loses nothing:
$$16k^2=-8E(2n-1)^2=-32E\left(n-\tfrac12\right)^2,$$
which is $E=-k^2/\big(2(n-\tfrac12)^2\big)$. The proof clears the denominator, squares, and leaves the remaining arithmetic to `nlinarith`.

The condition itself comes from the textbook spectrum of the planar oscillator, which is an input here and is not derived in the file. Its levels are $w(N+1)$ with parity $(-1)^N$, and the even ones, $N=2(n-1)$, lie at $w(2n-1)$. If a Coulomb wave function is normalisable and bounded near the origin, its pullback is an even eigenfunction of the oscillator, so its energy $4k$ is one of these even levels.

```lean
/-- For every real `k`, `exp (-2kr)` solves the planar Coulomb equation off the origin at energy
`-2k²`. -/
theorem coulomb_witness (k : ℝ) :
    SolvesCoulomb k (-2 * k ^ 2) (fun p => Real.exp (-2 * k * radius p)) := by
  have hC : ∀ p : ℝ × ℝ, p ≠ 0 →
      ContDiffAt ℝ 2 (fun p => Real.exp (-2 * k * radius p)) p := by
    intro p hp
    have hs : ContDiffAt ℝ 2 (fun p : ℝ × ℝ => Real.sqrt (p.1 ^ 2 + p.2 ^ 2)) p :=
      ContDiffAt.sqrt (by fun_prop) (normSq_pos hp).ne'
    exact (contDiffAt_const.mul hs).exp
  refine (coulomb_iff_oscillator (w := 4 * k) hC (by ring)).2 ?_
  intro q _
  simp only [radius_levi]
  -- the pullback is a Gaussian, whose derivatives are explicit
  let G : ℝ × ℝ → ℝ := fun p => Real.exp (-2 * k * (p.1 ^ 2 + p.2 ^ 2))
  have hG : ∀ p, HasFDerivAt G (G p • ((-4 * k * p.1) • ContinuousLinearMap.fst ℝ ℝ ℝ +
      (-4 * k * p.2) • ContinuousLinearMap.snd ℝ ℝ ℝ)) p := by
    intro p
    have h1 : HasFDerivAt (fun p : ℝ × ℝ => p.1) (ContinuousLinearMap.fst ℝ ℝ ℝ) p :=
      hasFDerivAt_fst
    have h2 : HasFDerivAt (fun p : ℝ × ℝ => p.2) (ContinuousLinearMap.snd ℝ ℝ ℝ) p :=
      hasFDerivAt_snd
    have h := (((h1.pow 2).add (h2.pow 2)).const_mul (-2 * k)).exp
    refine HasFDerivAt.congr_fderiv h ?_
    refine ContinuousLinearMap.ext fun a => ?_
    simp [G]
    ring
  have hdd : ∀ a : ℝ × ℝ, dir a (dir a G) q =
      ((-4 * k * (a.1 * q.1 + a.2 * q.2)) ^ 2 - 4 * k * (a.1 ^ 2 + a.2 ^ 2)) * G q := by
    intro a
    let B : ℝ × ℝ →L[ℝ] ℝ := (-4 * k * a.1) • ContinuousLinearMap.fst ℝ ℝ ℝ +
      (-4 * k * a.2) • ContinuousLinearMap.snd ℝ ℝ ℝ
    have h1 : dir a G = fun p => B p * G p := by
      funext p
      rw [dir, (hG p).fderiv]
      simp [B]
      ring
    have h2 : HasFDerivAt (fun p => B p * G p) _ q := (B.hasFDerivAt (x := q)).mul (hG q)
    rw [h1, dir, h2.fderiv]
    simp [B]
    ring
  change -(1 / 2 : ℝ) • laplacian G q + ((4 * k) ^ 2 / 2 * (q.1 ^ 2 + q.2 ^ 2)) • G q =
    (4 * k) • G q
  rw [laplacian, hdd, hdd]
  simp only [smul_eq_mul]
  ring

end

end LeviCivitaMap
```

For every real $k$, $e^{-2kr}$ solves the Coulomb equation at $E=-2k^2$. When $k>0$ this is the energy for $n=1$, and the normalised function is $2k\sqrt{2/\pi}\,e^{-2kr}$. When $k\le0$ the function cannot be normalised and is not a bound state.

The proof first checks in `hC` that the function is $C^2$ off the origin, then applies the equivalence with $w=4k$. The pullback is the Gaussian $G=e^{-2k(u^2+v^2)}$, for which
$$\Delta G=\big(16k^2(u^2+v^2)-8k\big)G.$$
Therefore $-\tfrac12\Delta G+8k^2(u^2+v^2)G=4kG$, as required. `hG` supplies the first derivatives, `hdd` the second, and `ring` checks the sum.

```lean
#print axioms LeviCivitaMap.pullback_iff_even
#print axioms LeviCivitaMap.coulomb_iff_oscillator
#print axioms LeviCivitaMap.level_condition
```

```
'LeviCivitaMap.pullback_iff_even' depends on axioms: [propext, Classical.choice, Quot.sound]
'LeviCivitaMap.coulomb_iff_oscillator' depends on axioms: [propext, Classical.choice, Quot.sound]
'LeviCivitaMap.level_condition' depends on axioms: [propext, Classical.choice, Quot.sound]
```
